# Thresholding one shared uniform random number gives each ±1 spin its prescribed mean in [−1, 1]

A finite set of sites carries classical spins with values +1 (up) and −1 (down), all set by one number `u` drawn uniformly from [0, 1): site `i` is up exactly when `u < (1 + m i) / 2`. The theorem `thresholdDist_mean` states that the mean spin of site `i` in the resulting joint distribution is `m i`, provided |`m i`| ≤ 1; nothing is asked of the values of `m` at other sites. The proof first writes the mean as twice the probability that site `i` is up, minus the total probability, which is 1. It then finds the probability of up as the length of the interval [0, (1 + `m i`)/2).

Lean 4 with Mathlib refuses this proof:

```lean
import Mathlib

open MeasureTheory

namespace SimultaneousPairCorrelations

noncomputable section

variable {ι : Type*} [Fintype ι] [DecidableEq ι]

/-- The spin value of a site: `+1` for `true` (up) and `-1` for `false` (down). -/
def spin (b : Bool) : ℝ := if b then 1 else -1

/-- A joint distribution of the spins: nonnegative weights on configurations with total one. -/
structure IsDistribution (p : (ι → Bool) → ℝ) : Prop where
  nonneg : ∀ σ, 0 ≤ p σ
  total : ∑ σ, p σ = 1

/-- The average of an observable `f` over the configurations, with weights `p`. -/
def ensembleAvg (p : (ι → Bool) → ℝ) (f : (ι → Bool) → ℝ) : ℝ := ∑ σ, p σ * f σ

/-- The mean spin of site `i`. -/
def siteMean (p : (ι → Bool) → ℝ) (i : ι) : ℝ := ensembleAvg p fun σ => spin (σ i)

/-- The configuration produced by a number `u`: site `i` is up when `u < (1 + m i) / 2`. -/
def threshold (m : ι → ℝ) (u : ℝ) : ι → Bool := fun i => decide (u < (1 + m i) / 2)

/-- The distribution of the threshold configuration when `u` is uniform on `[0, 1)`. -/
def thresholdDist (m : ι → ℝ) (σ : ι → Bool) : ℝ :=
  (volume.restrict (Set.Ico (0 : ℝ) 1)).real (threshold m ⁻¹' {σ})

omit [DecidableEq ι] in
/-- The probability of an event under the threshold distribution is the length of the set of
numbers `u` in `[0, 1)` that produce it. -/
theorem thresholdDist_event (m : ι → ℝ) (s : Finset (ι → Bool)) :
    ∑ σ ∈ s, thresholdDist m σ
      = (volume.restrict (Set.Ico (0 : ℝ) 1)).real (threshold m ⁻¹' (s : Set (ι → Bool))) := by
  refine sum_measureReal_preimage_singleton s fun σ _ => ?_
  have h : threshold m ⁻¹' {σ} = ⋂ i, {u : ℝ | threshold m u i = σ i} := by
    ext u
    simp [funext_iff]
  rw [h]
  refine MeasurableSet.iInter fun i => ?_
  -- each site alone restricts `u` to a half-line
  cases hσ : σ i
  · have h2 : {u : ℝ | threshold m u i = false} = Set.Ici ((1 + m i) / 2) := by
      ext u
      simp [threshold]
    rw [h2]
    exact measurableSet_Ici
  · have h2 : {u : ℝ | threshold m u i = true} = Set.Iio ((1 + m i) / 2) := by
      ext u
      simp [threshold]
    rw [h2]
    exact measurableSet_Iio

/-- The threshold weights form a joint distribution of the spins. -/
theorem thresholdDist_isDistribution (m : ι → ℝ) : IsDistribution (thresholdDist m) where
  nonneg _ := measureReal_nonneg
  total := by
    rw [thresholdDist_event m Finset.univ]
    simp [measureReal_def]

/-- The threshold distribution has the prescribed mean at every site whose prescribed mean
lies in `[-1, 1]`. -/
theorem thresholdDist_mean (m : ι → ℝ) (i : ι) (hm : |m i| ≤ 1) :
    siteMean (thresholdDist m) i = m i := by
  obtain ⟨h1, h2⟩ := abs_le.1 hm
  have hs : siteMean (thresholdDist m) i
      = 2 * ∑ σ ∈ Finset.univ.filter (fun σ : ι → Bool => σ i = true), thresholdDist m σ
        - ∑ σ, thresholdDist m σ := by
    unfold siteMean ensembleAvg
    rw [Finset.sum_filter, Finset.mul_sum, ← Finset.sum_sub_distrib]
    refine Finset.sum_congr rfl fun σ _ => ?_
    cases hi : σ i <;> simp [spin] <;> ring
  have hpre : threshold m ⁻¹'
      ((Finset.univ.filter (fun σ : ι → Bool => σ i = true) : Finset (ι → Bool)) :
        Set (ι → Bool)) = Set.Iio ((1 + m i) / 2) := by
    ext u
    simp [threshold]
  have hint : Set.Iio ((1 + m i) / 2) ∩ Set.Ico (0 : ℝ) 1 = Set.Ico 0 ((1 + m i) / 2) := by
    ext u
    simp only [Set.mem_inter_iff, Set.mem_Iio, Set.mem_Ico]
    constructor
    · rintro ⟨ha, hb, _⟩
      exact ⟨hb, ha⟩
    · rintro ⟨ha, hb⟩
      exact ⟨hb, ha, by linarith⟩
  -- site `i` is up with probability `(1 + m i) / 2`
  rw [hs, (thresholdDist_isDistribution m).total, thresholdDist_event, hpre, measureReal_def,
    Measure.restrict_apply measurableSet_Iio, hint, Real.volume_Ico,
    ENNReal.toReal_ofReal (by linarith)]
  ring

end

end SimultaneousPairCorrelations
```

The error:

```
Try this:
  [apply] ring_nf
  
  The `ring` tactic failed to close the goal. Use `ring_nf` to obtain a normal form.
    
  Note that `ring` works primarily in *commutative* rings. If you have a noncommutative ring, abelian group or module, consider using `noncomm_ring`, `abel` or `module` instead.
Try this:
  [apply] ring_nf
  
  The `ring` tactic failed to close the goal. Use `ring_nf` to obtain a normal form.
    
  Note that `ring` works primarily in *commutative* rings. If you have a noncommutative ring, abelian group or module, consider using `noncomm_ring`, `abel` or `module` instead.
Main.lean:71:36: error: unsolved goals
case false
ι : Type u_1
inst✝¹ : Fintype ι
inst✝ : DecidableEq ι
m : ι → ℝ
i : ι
hm : |m i| ≤ 1
h1 : -1 ≤ m i
h2 : m i ≤ 1
σ : ι → Bool
x✝ : σ ∈ Finset.univ
hi : σ i = false
⊢ σ i = true → thresholdDist m σ = -thresholdDist m σ

case true
ι : Type u_1
inst✝¹ : Fintype ι
inst✝ : DecidableEq ι
m : ι → ℝ
i : ι
hm : |m i| ≤ 1
h1 : -1 ≤ m i
h2 : m i ≤ 1
σ : ι → Bool
x✝ : σ ∈ Finset.univ
hi : σ i = true
⊢ (if σ i = true then thresholdDist m σ else -thresholdDist m σ) = thresholdDist m σ
```

Lean accepts the file once it reads:

```diff
@@ -73,5 +73,6 @@
     rw [Finset.sum_filter, Finset.mul_sum, ← Finset.sum_sub_distrib]
     refine Finset.sum_congr rfl fun σ _ => ?_
-    cases hi : σ i <;> simp [spin] <;> ring
+    cases hi : σ i <;> simp [spin, hi]
+    ring
   have hpre : threshold m ⁻¹'
       ((Finset.univ.filter (fun σ : ι → Bool => σ i = true) : Finset (ι → Bool)) :
```

Diagnosis. The error is the two unsolved goals, one for each value of `σ i`. The two "Try this" notes say that `ring` failed to close a goal in each case and only normalised it.

Both goals still contain `σ i`, although `hi` gives its value. The split `cases hi : σ i` replaced the `σ i` in the condition that came from the filtered sum, but not the one inside `spin`. Unfolding `ensembleAvg` leaves that one within the function `fun σ => spin (σ i)` applied to `σ`, where the split doesn't see it. `simp [spin]` then brings it into the open as an `if` on `σ i`, but has not been given `hi` to decide it, and `ring` does not use hypotheses such as `hi`.

With `simp [spin, hi]` the `if` is decided in both cases. The down case closes at once, and the up case is left as an identity that `ring` proves. Putting `ring` on its own line, instead of after `<;>`, is mere tidying, since only one goal remains.
